# On a spherical wall, φ′ = −φ/R is exact for a central monopole and gives minus half the grounded-wall error for a central dipole

When a real-space electronic-structure code finds the Hartree potential of an isolated molecule by solving the Poisson equation as a boundary-value problem on a finite grid, it must be told what the potential does at the edge of the grid. Setting it to zero there is simple, but it puts the molecule in a grounded metal box. Another choice is to require that the potential \(\varphi\) fall off at the edge like \(1/r\), which on a sphere of radius \(R\) means \(\varphi'(R)=-\varphi(R)/R\). For a single multipole at the centre of a spherical box, the errors of both choices can be found in closed form.

```lean
import Mathlib

namespace IsolatedPoissonBoundary

noncomputable section
```

## A multipole and the response of the wall

Outside a localised charge, the free potential of a multipole of order \(l\) has the radial factor \(1/r^{l+1}\), here with the moment and unit prefactors set to one. The wall adds a source-free field that is regular at the centre, and its radial factor is \(r^l\). With a wall coefficient \(c\),

\[
\varphi(r)=\frac{1}{r^{l+1}}+c\,r^l ,\qquad 0<r\le R .
\]

In Lean this is `radial l c r`, with `l` a natural number (0 for a monopole, 1 for a dipole) and `c` and `r` real.

```lean
/-- Radial potential of a multipole of order `l` in a spherical box: the free part `1/r^(l+1)`
plus a wall part `c r^l`, for `r ≠ 0`. -/
def radial (l : ℕ) (c r : ℝ) : ℝ := 1 / r ^ (l + 1) + c * r ^ l
```

The error at radius \(r\) is the boxed potential minus the free one, which is \(c\,r^l\).

```lean
/-- Error of the boxed potential at radius `r ≠ 0`: its difference from the free multipole
potential `1/r^(l+1)`. -/
def wallError (l : ℕ) (c r : ℝ) : ℝ := radial l c r - 1 / r ^ (l + 1)
```

The \(1/r\) condition is the case \(\kappa=1\) of a wider family, \(\varphi'(R)=-\kappa\,\varphi(R)/R\), which says that the potential decays locally like \(r^{-\kappa}\). The grounded wall is the limit \(\kappa\to\infty\). The number \(\kappa\) is dimensionless here; in many texts the coefficient of a Robin condition is an inverse length, which would be \(\kappa/R\). The definition uses the actual derivative of `radial l c` at \(R\). It is two-sided, so the formula for \(\varphi\) is continued smoothly past the wall.

```lean
/-- Mixed boundary condition `φ'(R) = -κ φ(R)/R` on a sphere of radius `R ≠ 0`. -/
def RobinCondition (κ : ℝ) (l : ℕ) (c R : ℝ) : Prop :=
  deriv (radial l c) R = -κ * radial l c R / R
```

## Slopes and the radial Laplace equation

Two derivatives are needed away from the origin:

\[
\frac{d}{dr}r^n=\frac{n\,r^n}{r},\qquad \frac{d}{dr}\frac1{r^n}=-\frac{n}{r^n\,r}.
\]

Writing the first with a division by \(r\) avoids the exponent \(n-1\), which would need separate treatment at \(n=0\). The proof splits into exactly those two cases.

```lean
/-- Away from the origin the power `r^n` has slope `n r^n / r`. -/
theorem hasDerivAt_power (n : ℕ) {r : ℝ} (hr : r ≠ 0) :
    HasDerivAt (fun s : ℝ => s ^ n) (n * r ^ n / r) r := by
  refine (hasDerivAt_pow n r).congr_deriv ?_
  cases n with
  | zero => simp
  | succ k =>
    rw [Nat.add_sub_cancel, pow_succ]
    field_simp
```

The second follows from the quotient rule applied to \(1/r^n\).

```lean
/-- Away from the origin the inverse power `1/r^n` has slope `-n/(r^n r)`. -/
theorem hasDerivAt_inverse_power (n : ℕ) {r : ℝ} (hr : r ≠ 0) :
    HasDerivAt (fun s : ℝ => 1 / s ^ n) (-(n / (r ^ n * r))) r := by
  have hp : r ^ n ≠ 0 := pow_ne_zero n hr
  refine ((hasDerivAt_const r (1 : ℝ)).fun_div (hasDerivAt_power n hr) hp).congr_deriv ?_
  simp only [zero_mul, one_mul, zero_sub]
  generalize r ^ n = p at hp ⊢
  field_simp
```

Adding the two terms of \(\varphi\) gives

\[
\varphi'(r)=-\frac{l+1}{r^{l+2}}+\frac{c\,l\,r^l}{r}.
\]

```lean
/-- The slope of the boxed multipole potential at any radius `r ≠ 0`. -/
theorem radial_hasDerivAt (l : ℕ) (c : ℝ) {r : ℝ} (hr : r ≠ 0) :
    HasDerivAt (radial l c) (-((l : ℝ) + 1) / r ^ (l + 2) + c * l * r ^ l / r) r := by
  have h := (hasDerivAt_inverse_power (l + 1) hr).fun_add
    ((hasDerivAt_power l hr).const_mul c)
  refine h.congr_deriv ?_
  push_cast
  rw [show r ^ (l + 2) = r ^ (l + 1) * r by ring]
  ring
```

Multiplying by \(r^2\) and differentiating once more,

\[
r^2\varphi'=-\frac{l+1}{r^l}+c\,l\,r^{l+1},\qquad
(r^2\varphi')'=\frac{l(l+1)}{r^{l+1}}+c\,l(l+1)r^l=l(l+1)\varphi .
\]

So \(\varphi\) solves the radial Laplace equation for every \(c\), and only the boundary condition can fix \(c\). To differentiate \(r^2\varphi'\), Lean needs the first formula in a whole neighbourhood of \(r\), not just at the point; the step `e` supplies it, since all points near a nonzero \(r\) are nonzero.

```lean
/-- Away from the origin the boxed potential solves the radial Laplace equation
`(r² φ')' = l(l+1) φ`, whatever the wall coefficient `c`. -/
theorem radial_laplace (l : ℕ) (c : ℝ) {r : ℝ} (hr : r ≠ 0) :
    HasDerivAt (fun s => s ^ 2 * deriv (radial l c) s) (l * (l + 1) * radial l c r) r := by
  have h := ((hasDerivAt_inverse_power l hr).const_mul (-((l : ℝ) + 1))).fun_add
    ((hasDerivAt_power (l + 1) hr).const_mul (c * l))
  -- near `r` the flux `s² φ'(s)` is again a sum of two powers
  have e : (fun s => s ^ 2 * deriv (radial l c) s) =ᶠ[nhds r]
      fun s => -((l : ℝ) + 1) * (1 / s ^ l) + c * l * s ^ (l + 1) := by
    filter_upwards [isOpen_ne.mem_nhds hr] with s hs
    have hs' : s ≠ 0 := hs
    have hp : s ^ l ≠ 0 := pow_ne_zero l hs'
    rw [(radial_hasDerivAt l c hs').deriv, pow_add s l 2, pow_succ s l]
    generalize s ^ l = p at hp ⊢
    field_simp
  refine (h.congr_of_eventuallyEq e).congr_deriv ?_
  have hp : r ^ l ≠ 0 := pow_ne_zero l hr
  unfold radial
  push_cast
  rw [pow_succ r l]
  generalize r ^ l = p at hp ⊢
  field_simp
```

## The grounded wall

Over a common denominator,

\[
\varphi(R)=\frac{c\,R^{2l+1}+1}{R^{l+1}} .
\]

The denominator is nonzero, so \(\varphi(R)=0\) holds exactly when \(c=-1/R^{2l+1}\). The identity `key` is this fraction, with \(R^l\) abbreviated to `p`.

```lean
/-- On a sphere of radius `R > 0` the potential vanishes exactly when the wall coefficient is
`-1/R^(2l+1)`. -/
theorem grounded_iff (l : ℕ) (c : ℝ) {R : ℝ} (hR : 0 < R) :
    radial l c R = 0 ↔ c = -1 / R ^ (2 * l + 1) := by
  have hR' : R ≠ 0 := hR.ne'
  have hp : R ^ l ≠ 0 := pow_ne_zero l hR'
  unfold radial
  rw [pow_succ R l, show R ^ (2 * l + 1) = R ^ l * R ^ l * R by ring]
  generalize R ^ l = p at hp ⊢
  have key : 1 / (p * R) + c * p = (c * (p * p * R) + 1) / (p * R) := by
    field_simp
    ring
  rw [key, div_eq_zero_iff, or_iff_left (mul_ne_zero hp hR'),
    eq_div_iff (mul_ne_zero (mul_ne_zero hp hp) hR')]
  constructor <;> intro h <;> linarith
```

## The mixed condition

Inserting \(\varphi\) and \(\varphi'\) into the mixed condition and collecting terms gives

\[
\varphi'(R)+\frac{\kappa\,\varphi(R)}{R}
=\frac{c\,(l+\kappa)R^{2l+1}-(l+1-\kappa)}{R^{l+2}} .
\]

The condition therefore amounts to one linear equation, \(c\,(l+\kappa)R^{2l+1}=l+1-\kappa\). The proof again puts the mismatch at the wall into `key`, then reads the equivalence in each direction.

```lean
/-- On a sphere of radius `R > 0` the mixed boundary condition is one linear equation for the
wall coefficient: `c (l+κ) R^(2l+1) = l + 1 - κ`. -/
theorem robin_linear (κ : ℝ) (l : ℕ) (c : ℝ) {R : ℝ} (hR : 0 < R) :
    RobinCondition κ l c R ↔ c * (l + κ) * R ^ (2 * l + 1) = l + 1 - κ := by
  have hR' : R ≠ 0 := hR.ne'
  have hp : R ^ l ≠ 0 := pow_ne_zero l hR'
  unfold RobinCondition
  rw [(radial_hasDerivAt l c hR').deriv]
  unfold radial
  rw [pow_add R l 2, pow_succ R l, show R ^ (2 * l + 1) = R ^ l * R ^ l * R by ring]
  generalize R ^ l = p at hp ⊢
  -- the mismatch at the wall, over a common denominator
  have key : (-((l : ℝ) + 1) / (p * R ^ 2) + c * l * p / R)
      - (-κ * (1 / (p * R) + c * p) / R)
      = (c * (l + κ) * (p * p * R) - (l + 1 - κ)) / (p * R ^ 2) := by
    field_simp
    ring
  constructor
  · intro h
    have h0 := sub_eq_zero.mpr h
    rw [key] at h0
    exact sub_eq_zero.mp
      ((div_eq_zero_iff.mp h0).resolve_right (mul_ne_zero hp (pow_ne_zero 2 hR')))
  · intro h
    apply sub_eq_zero.mp
    rw [key, sub_eq_zero.mpr h, zero_div]
```

If \(l+\kappa\neq0\), division gives

\[
c=\frac{l+1-\kappa}{l+\kappa}\,\frac1{R^{2l+1}} .
\]

If \(l+\kappa=0\), the linear equation reads \(0=2l+1\), and no wall coefficient satisfies it.

```lean
/-- For `R > 0` and `l + κ ≠ 0` the mixed condition `φ'(R) = -κ φ(R)/R` fixes the wall
coefficient to `(l+1-κ)/(l+κ)` divided by `R^(2l+1)`. -/
theorem robin_iff (κ : ℝ) (l : ℕ) (c : ℝ) {R : ℝ} (hR : 0 < R) (hκ : (l : ℝ) + κ ≠ 0) :
    RobinCondition κ l c R ↔ c = (l + 1 - κ) / (l + κ) / R ^ (2 * l + 1) := by
  rw [robin_linear κ l c hR, div_div,
    eq_div_iff (mul_ne_zero hκ (pow_ne_zero _ hR.ne')), mul_assoc]
```

The free multipole is the case \(c=0\), for which the linear equation leaves \(\kappa=l+1\). A single value of \(\kappa\) is thus exact for at most one order.

```lean
/-- On a sphere of radius `R > 0` the free multipole of order `l`, with no wall part, obeys the
mixed condition exactly when `κ = l + 1`. -/
theorem robin_exact_iff (κ : ℝ) (l : ℕ) {R : ℝ} (hR : 0 < R) :
    RobinCondition κ l 0 R ↔ κ = l + 1 := by
  rw [robin_linear κ l 0 hR, zero_mul, zero_mul]
  constructor <;> intro h <;> linarith
```

The \(1/r\) condition is \(\kappa=1\). Then \(l+\kappa=l+1\) is positive for every \(l\), and

\[
c=\frac{l}{l+1}\,\frac1{R^{2l+1}} .
\]

```lean
/-- For `R > 0` the condition `φ'(R) = -φ(R)/R` fixes the wall coefficient to `l/(l+1)` divided
by `R^(2l+1)`. -/
theorem monopole_condition_iff (l : ℕ) (c : ℝ) {R : ℝ} (hR : 0 < R) :
    RobinCondition 1 l c R ↔ c = (l : ℝ) / (l + 1) / R ^ (2 * l + 1) := by
  rw [robin_iff 1 l c hR (by positivity), add_sub_cancel_right]
```

## Comparing the two errors

Let \(c_D\) be the coefficient for the grounded wall and \(c_R\) the one for the \(1/r\) condition, written `cD` and `cR` in the code. From the two results above,

\[
c_R\,r^l=-\frac{l}{l+1}\,c_D\,r^l .
\]

The ratio of the coefficients is also the ratio of the errors at each radius, because both errors have the same shape \(r^l\). The Lean proof substitutes the two coefficients and leaves the algebra to `ring`. The statement is for all real `r`, but its physical content lies in \(0<r\le R\).

```lean
/-- Take the same multipole in a sphere of radius `R > 0`, once with `φ(R) = 0` and once with
`φ'(R) = -φ(R)/R`. The second error is `-l/(l+1)` times the first at every radius. -/
theorem wallError_comparison (l : ℕ) {cD cR R : ℝ} (hR : 0 < R)
    (hD : radial l cD R = 0) (hM : RobinCondition 1 l cR R) (r : ℝ) :
    wallError l cR r = -((l : ℝ) / (l + 1)) * wallError l cD r := by
  rw [(monopole_condition_iff l cR hR).mp hM, (grounded_iff l cD hR).mp hD]
  unfold wallError radial
  ring
```

For the monopole, \(l=0\), the factor vanishes: the \(1/r\) condition leaves no wall part, whereas the grounded wall shifts the potential by the constant \(-1/R\).

```lean
/-- For a monopole in a sphere of radius `R > 0`, the condition `φ'(R) = -φ(R)/R` holds exactly
when there is no wall part. -/
theorem monopole_exact (c : ℝ) {R : ℝ} (hR : 0 < R) :
    RobinCondition 1 0 c R ↔ c = 0 := by
  rw [monopole_condition_iff 0 c hR]
  simp
```

For the dipole, \(l=1\), the grounded wall gives the error \(-r/R^3\) and the \(1/r\) condition gives \(+r/(2R^3)\). Each is a uniform spurious field across the box, and the second is half as strong and points the other way. When the charge density in the Poisson equation has a dipole moment about the centre of the sphere, the \(1/r\) condition therefore halves the size of the grounded wall's dipole error but does not remove it. The Hartree potential comes from the electron density alone, whose total charge is not zero, so this moment depends on where the molecule sits in the sphere.

Carrying this over to a molecule takes one further step: its charge must lie inside the sphere, and its potential must be split into angular components about the centre, each of which meets the boundary condition separately. Cubic cells, which mix these components, and the discretisation error of the grid need their own analysis.

```lean
/-- For a dipole in a sphere of radius `R > 0`, the condition `φ'(R) = -φ(R)/R` gives half the
error of the condition `φ(R) = 0`, with opposite sign. -/
theorem dipole_half_error {cD cR R : ℝ} (hR : 0 < R)
    (hD : radial 1 cD R = 0) (hM : RobinCondition 1 1 cR R) (r : ℝ) :
    wallError 1 cR r = -(1 / 2) * wallError 1 cD r := by
  rw [wallError_comparison 1 hR hD hM r]
  push_cast
  ring

end

end IsolatedPoissonBoundary
```

```lean
#print axioms IsolatedPoissonBoundary.radial_laplace
#print axioms IsolatedPoissonBoundary.robin_exact_iff
#print axioms IsolatedPoissonBoundary.monopole_exact
#print axioms IsolatedPoissonBoundary.dipole_half_error
```

```
'IsolatedPoissonBoundary.radial_laplace' depends on axioms: [propext, Classical.choice, Quot.sound]
'IsolatedPoissonBoundary.robin_exact_iff' depends on axioms: [propext, Classical.choice, Quot.sound]
'IsolatedPoissonBoundary.monopole_exact' depends on axioms: [propext, Classical.choice, Quot.sound]
'IsolatedPoissonBoundary.dipole_half_error' depends on axioms: [propext, Classical.choice, Quot.sound]
```
